# Ostrowski's theorem: each ordered eigenvalue of $S^*HS$ is that of the Hermitian matrix $H$ times a factor within the bounds on $S^*S$

When a Hamiltonian is expanded in overlapping basis functions, how far do its levels move if the overlap is left out of the secular equation? To compare the levels one by one, we pair them by rank: eigenvalues are listed in increasing order, with multiplicity, and numbered from $k=0$.

Let $H$ be an $n\times n$ Hermitian matrix in an orthonormal basis, and let the columns of the square matrix $S$ be new basis vectors. The Hamiltonian matrix becomes $S^*HS$ and the overlap matrix is $S^*S$. Quantum chemistry usually gives the letter $S$ to the overlap matrix itself; here $S$ is the change of basis. For invertible $S$, the secular equation $S^*HS\,c=E\,S^*S\,c$ has the eigenvalues of $H$. Replacing $S^*S$ by the identity gives the ordinary eigenvalues of $S^*HS$ instead.

**Claim.** Write $\lambda_k$ and $\mu_k$ for the ordered eigenvalues of $H$ and $S^*HS$. If all eigenvalues of $S^*S$ lie in $[a,b]$, then for each $k$ there is a $t\in[a,b]$ with $\mu_k=t\lambda_k$.

The narrowest such interval shows how far the basis is from orthonormal. If the basis vectors are normalised, an eigenvalue of $S^*S$ near zero signals near linear dependence. Singular $S$ is allowed.

## Two trial vectors that bound the factor

Let $u_j$ and $v_j$ be orthonormal eigenvectors of $H$ and $S^*HS$, in the order of their eigenvalues. With amplitudes $c_j=u_j^*x$,

$$x^*Hx=\sum_j\lambda_j|c_j|^2,\qquad |x|^2=\sum_j|c_j|^2 .$$

If $c_j=0$ for all $j<k$, only eigenvalues $\lambda_j\ge\lambda_k$ contribute, so $x^*Hx\ge\lambda_k|x|^2$. If $c_j=0$ for all $j>k$, then $x^*Hx\le\lambda_k|x|^2$. The same holds for $S^*HS$ with $\mu_k$ and $v_j$.

Now require $v_j^*y=0$ for $j<k$ and $u_j^*Sy=0$ for $j>k$. These are $k+(n-1-k)=n-1$ homogeneous linear equations in $n$ unknowns, so a solution $y\ne0$ exists. Since $y^*S^*HSy=(Sy)^*H(Sy)$,

$$\mu_k|y|^2\le (Sy)^*H(Sy)\le\lambda_k|Sy|^2 .$$

Exchanging the two ranges of $j$ gives a $z\neq0$ with $\lambda_k|Sz|^2\le\mu_k|z|^2$. With $q(x)=|Sx|^2/|x|^2$ for $x\ne0$,

$$q(z)\,\lambda_k\le\mu_k\le q(y)\,\lambda_k .$$

- If $\lambda_k>0$, division gives $q(z)\le\mu_k/\lambda_k\le q(y)$.
- If $\lambda_k<0$, division reverses both inequalities: $q(y)\le\mu_k/\lambda_k\le q(z)$.
- If $\lambda_k=0$, then $\mu_k=0$, and $t=q(y)$ will do.

In each case $\mu_k=t\lambda_k$ with $t$ between $q(y)$ and $q(z)$. Finally, let $\sigma_j$ be the eigenvalues of $S^*S$ and $d_j$ the amplitudes of $x$ in its orthonormal eigenvectors. Then $|Sx|^2=x^*S^*Sx=\sum_j\sigma_j|d_j|^2$ lies between $a|x|^2$ and $b|x|^2$. Both quotients are therefore in $[a,b]$, and so is $t$.

## Two normalised orbitals with overlap 0.6

Take

$$H=\begin{pmatrix}-1&0\\0&1\end{pmatrix},\quad S=\begin{pmatrix}1&0.6\\0&0.8\end{pmatrix},\quad S^*S=\begin{pmatrix}1&0.6\\0.6&1\end{pmatrix},\quad S^*HS=\begin{pmatrix}-1&-0.6\\-0.6&0.28\end{pmatrix}.$$

The overlap matrix has eigenvalues $0.4$ and $1.6$. The matrix $S^*HS$ has trace $-0.72$ and determinant $-0.64$, so its eigenvalues are $-0.36\pm\sqrt{0.7696}$, or about $-1.237$ and $0.517$. The factors are $1.237$ and $0.517$, both inside $[0.4,1.6]$.

## Weyl's bound from the same count

Add a Hermitian perturbation $V$ to $H$ instead of changing the basis. A nonzero $y$ orthogonal to the eigenvectors of $H+V$ below $k$ and to those of $H$ above $k$ shows that the $k$-th eigenvalue of $H+V$ is at most $\lambda_k$ plus the largest eigenvalue of $V$. The opposite choice gives at least $\lambda_k$ plus the smallest. This additive companion is an aside to the Lean development below.

## Levels, modes and quadratic forms in Lean

Matrices are complex and indexed by `Fin n`, so $k$ runs from $0$ to $n-1$.

```lean
import Mathlib

open Matrix

namespace OstrowskiRescaling

noncomputable section

variable {n : ℕ} {H : Matrix (Fin n) (Fin n) ℂ}
```

`level hH k` is $\lambda_k$. It takes the proof `hH` that the matrix is Hermitian, and sorts Mathlib's list of eigenvalues.

```lean
/-- The `k`-th smallest eigenvalue of a Hermitian matrix, counted with multiplicity
from `k = 0`. -/
def level (hH : H.IsHermitian) (k : Fin n) : ℝ :=
  hH.eigenvalues (Tuple.sort hH.eigenvalues k)
```

`mode hH k` is the matching unit eigenvector $u_k$, picked by the same sorting permutation.

```lean
/-- The normalised eigenvector that belongs to the `k`-th smallest eigenvalue. -/
def mode (hH : H.IsHermitian) (k : Fin n) : Fin n → ℂ :=
  (hH.eigenvectorBasis (Tuple.sort hH.eigenvalues k)).ofLp
```

The next two definitions are unnormalised. If `x` holds the coefficients of a nonzero state in an orthonormal basis, its energy expectation is `expect H x / weight x`. For coefficients in the overlapping basis, the squared norm of the state is `weight (S *ᵥ x)`, not `weight x`. The real part only turns a complex number into a real one, since $x^*Hx$ is already real for Hermitian $H$.

```lean
/-- The real part of the quadratic form `x* H x`, the unnormalised energy expectation. -/
def expect (H : Matrix (Fin n) (Fin n) ℂ) (x : Fin n → ℂ) : ℝ := (star x ⬝ᵥ H *ᵥ x).re

/-- The squared norm `x* x` of a state vector. -/
def weight (x : Fin n → ℂ) : ℝ := (star x ⬝ᵥ x).re
```

Positivity of $|x|^2$ for $x\neq0$ permits the later divisions. It follows by writing `weight` as a sum of squared moduli, one of which is positive.

```lean
/-- A nonzero state vector has positive squared norm. -/
theorem weight_pos {x : Fin n → ℂ} (hx : x ≠ 0) : 0 < weight x := by
  have h : weight x = ∑ i, Complex.normSq (x i) := by
    simp [weight, dotProduct, Complex.normSq_apply]
  obtain ⟨i, hi⟩ := Function.ne_iff.1 hx
  rw [h]
  exact Finset.sum_pos' (fun i _ => Complex.normSq_nonneg _)
    ⟨i, Finset.mem_univ i, Complex.normSq_pos.2 hi⟩
```

The identity $x^*S^*HSx=(Sx)^*H(Sx)$ moves the energy form between the two bases.

```lean
/-- The energy form of `S* H S` at `x` is the energy form of `H` at `S x`. -/
theorem expect_rescaled (H S : Matrix (Fin n) (Fin n) ℂ) (x : Fin n → ℂ) :
    expect (Sᴴ * H * S) x = expect H (S *ᵥ x) := by
  simp only [expect, Matrix.star_mulVec, ← Matrix.dotProduct_mulVec, Matrix.mulVec_mulVec,
    Matrix.mul_assoc]
```

## Rayleigh bounds from the mode expansion

The two sums over amplitudes come from two intermediate facts. `parseval` is completeness of the eigenvectors, and `amp` says $u_k^*Hx=\lambda_k\,u_k^*x$, obtained by letting $H$ act to the left.

```lean
/-- In the eigenvectors of a Hermitian `H`, the energy form is the sum of the eigenvalues
times the squared amplitudes, and the squared norm is the sum of the squared amplitudes. -/
theorem mode_expansion (hH : H.IsHermitian) (x : Fin n → ℂ) :
    expect H x = ∑ k, level hH k * Complex.normSq (star (mode hH k) ⬝ᵥ x) ∧
      weight x = ∑ k, Complex.normSq (star (mode hH k) ⬝ᵥ x) := by
  -- completeness of the eigenvectors
  have parseval : ∀ y : Fin n → ℂ, star x ⬝ᵥ y =
      ∑ k, star (star (mode hH k) ⬝ᵥ x) * (star (mode hH k) ⬝ᵥ y) := by
    intro y
    have h := hH.eigenvectorBasis.sum_inner_mul_inner (WithLp.toLp 2 x) (WithLp.toLp 2 y)
    simp only [EuclideanSpace.inner_eq_star_dotProduct] at h
    rw [dotProduct_comm]
    refine h.symm.trans ?_
    rw [← Equiv.sum_comp (Tuple.sort hH.eigenvalues)]
    refine Finset.sum_congr rfl fun k _ => ?_
    have e : star (star (mode hH k) ⬝ᵥ x) = mode hH k ⬝ᵥ star x := by
      rw [← Matrix.star_dotProduct, dotProduct_comm]
    rw [e, dotProduct_comm (star (mode hH k)) y]
    rfl
  -- `H` multiplies each amplitude by its eigenvalue
  have amp : ∀ k, star (mode hH k) ⬝ᵥ H *ᵥ x =
      (level hH k : ℂ) * (star (mode hH k) ⬝ᵥ x) := by
    intro k
    have h1 : H *ᵥ mode hH k = level hH k • mode hH k := hH.mulVec_eigenvectorBasis _
    have h2 : star (mode hH k) ᵥ* H = star (H *ᵥ mode hH k) := by
      rw [Matrix.star_mulVec, hH.eq]
    rw [Matrix.dotProduct_mulVec, h2, h1, star_smul, star_trivial, smul_dotProduct,
      Complex.real_smul]
  constructor
  · rw [expect, parseval, Complex.re_sum]
    refine Finset.sum_congr rfl fun k _ => ?_
    rw [amp]
    generalize star (mode hH k) ⬝ᵥ x = z
    simp [Complex.normSq_apply]
    ring
  · rw [weight, parseval, Complex.re_sum]
    refine Finset.sum_congr rfl fun k _ => ?_
    generalize star (mode hH k) ⬝ᵥ x = z
    simp [Complex.normSq_apply]
```

The bounds are then compared term by term. A term on the excluded side of $k$ vanishes, and on the other side the ordering `mono` gives the inequality.

```lean
/-- For Hermitian `H`, the energy form is at least the `k`-th smallest eigenvalue times the squared
norm if the state has no component on lower modes, and at most that if it has none on higher modes.
-/
theorem rayleigh_bounds (hH : H.IsHermitian) (k : Fin n) (x : Fin n → ℂ) :
    ((∀ j, j < k → star (mode hH j) ⬝ᵥ x = 0) → level hH k * weight x ≤ expect H x) ∧
      ((∀ j, k < j → star (mode hH j) ⬝ᵥ x = 0) → expect H x ≤ level hH k * weight x) := by
  have mono : Monotone (level hH) := Tuple.monotone_sort hH.eigenvalues
  rw [(mode_expansion hH x).1, (mode_expansion hH x).2, Finset.mul_sum]
  constructor
  · intro h
    refine Finset.sum_le_sum fun j _ => ?_
    rcases lt_or_ge j k with hj | hj
    · simp [h j hj]
    · exact mul_le_mul_of_nonneg_right (mono hj) (Complex.normSq_nonneg _)
  · intro h
    refine Finset.sum_le_sum fun j _ => ?_
    rcases lt_or_ge k j with hj | hj
    · simp [h j hj]
    · exact mul_le_mul_of_nonneg_right (mono hj) (Complex.normSq_nonneg _)
```

## A nonzero solution of $n-1$ equations

The rows `w j` with `j ≠ k` are the equations. Putting a zero row at position `k` makes a square matrix with determinant zero, which has a nonzero kernel vector. The product `⬝ᵥ` does not conjugate, so conjugation must be included in the rows.

```lean
/-- In `n` dimensions, `n - 1` homogeneous linear conditions leave a nonzero vector. -/
theorem exists_common_zero (w : Fin n → Fin n → ℂ) (k : Fin n) :
    ∃ y : Fin n → ℂ, y ≠ 0 ∧ ∀ j, j ≠ k → w j ⬝ᵥ y = 0 := by
  let M : Matrix (Fin n) (Fin n) ℂ := Matrix.of fun j => if j = k then 0 else w j
  have hM : M.det = 0 := Matrix.det_eq_zero_of_row_eq_zero k (fun i => by simp [M])
  obtain ⟨y, hy, h⟩ := Matrix.exists_mulVec_eq_zero_iff.2 hM
  refine ⟨y, hy, fun j hj => ?_⟩
  have hj' := congrFun h j
  simpa [M, Matrix.mulVec, hj] using hj'
```

## The factor between two quotients

For $y$, row `j` is $v_j^*$ when `j < k` and $u_j^*S$ otherwise; for $z$ the condition is `k < j`. The row at `j = k` is ignored. `h1` and `h2` are the two halves of the inequality for $y$, and `g1` and `g2` those for $z$. Dividing by the squared norms gives `up` and `low`, and `lt_trichotomy` separates the three signs of $\lambda_k$. `Set.uIcc` is the closed interval between two numbers in either order, which is needed because the sign of $\lambda_k$ decides which quotient is larger.

```lean
/-- For Hermitian `H`, the `k`-th smallest eigenvalue of `S* H S` is that of `H` times a factor
lying between two values of the quotient `|S x|² / |x|²` at nonzero vectors. -/
theorem level_rescaled (hH : H.IsHermitian) (S : Matrix (Fin n) (Fin n) ℂ) (k : Fin n) :
    ∃ y z : Fin n → ℂ, y ≠ 0 ∧ z ≠ 0 ∧
      ∃ t ∈ Set.uIcc (weight (S *ᵥ y) / weight y) (weight (S *ᵥ z) / weight z),
        level (isHermitian_conjTranspose_mul_mul S hH) k = t * level hH k := by
  set hB := isHermitian_conjTranspose_mul_mul S hH
  -- `y` avoids the low modes of `S* H S`, and `S y` avoids the high modes of `H`
  obtain ⟨y, hy, h⟩ := exists_common_zero
    (fun j => if j < k then star (mode hB j) else star (mode hH j) ᵥ* S) k
  -- `z` does the opposite
  obtain ⟨z, hz, g⟩ := exists_common_zero
    (fun j => if k < j then star (mode hB j) else star (mode hH j) ᵥ* S) k
  have h1 := (rayleigh_bounds hB k y).1 fun j hj => by
    simpa only [if_pos hj] using h j hj.ne
  have h2 := (rayleigh_bounds hH k (S *ᵥ y)).2 fun j hj => by
    have e := h j hj.ne'
    simp only [if_neg (not_lt_of_ge hj.le)] at e
    rw [Matrix.dotProduct_mulVec, e]
  have g1 := (rayleigh_bounds hB k z).2 fun j hj => by
    simpa only [if_pos hj] using g j hj.ne'
  have g2 := (rayleigh_bounds hH k (S *ᵥ z)).1 fun j hj => by
    have e := g j hj.ne
    simp only [if_neg (not_lt_of_ge hj.le)] at e
    rw [Matrix.dotProduct_mulVec, e]
  rw [expect_rescaled] at h1 g1
  have up : level hB k ≤ weight (S *ᵥ y) / weight y * level hH k := by
    rw [div_mul_eq_mul_div, le_div_iff₀ (weight_pos hy)]
    linarith
  have low : weight (S *ᵥ z) / weight z * level hH k ≤ level hB k := by
    rw [div_mul_eq_mul_div, div_le_iff₀ (weight_pos hz)]
    linarith
  refine ⟨y, z, hy, hz, ?_⟩
  -- the factor is the ratio of the two eigenvalues, unless both vanish
  rcases lt_trichotomy (level hH k) 0 with hl | hl | hl
  · exact ⟨level hB k / level hH k, Set.mem_uIcc.2 (Or.inl
      ⟨(le_div_iff_of_neg hl).2 up, (div_le_iff_of_neg hl).2 low⟩),
      (div_mul_cancel₀ _ hl.ne).symm⟩
  · refine ⟨_, Set.left_mem_uIcc, ?_⟩
    rw [hl, mul_zero] at up low ⊢
    exact le_antisymm up low
  · exact ⟨level hB k / level hH k, Set.mem_uIcc.2 (Or.inr
      ⟨(le_div_iff₀ hl).2 low, (div_le_iff₀ hl).2 up⟩),
      (div_mul_cancel₀ _ hl.ne').symm⟩
```

## Ostrowski's theorem from the overlap spectrum

The expansion, applied to $S^*S$, bounds $|Sx|^2$.

```lean
/-- If all eigenvalues of `S* S` lie in `[a, b]`, then `|S x|²` lies between `a |x|²` and
`b |x|²`. -/
theorem weight_mulVec_bounds (S : Matrix (Fin n) (Fin n) ℂ) {a b : ℝ}
    (hS : ∀ i, (isHermitian_conjTranspose_mul_self S).eigenvalues i ∈ Set.Icc a b)
    (x : Fin n → ℂ) :
    a * weight x ≤ weight (S *ᵥ x) ∧ weight (S *ᵥ x) ≤ b * weight x := by
  have e : weight (S *ᵥ x) = expect (Sᴴ * S) x := by
    simp only [weight, expect, Matrix.star_mulVec, ← Matrix.dotProduct_mulVec,
      Matrix.mulVec_mulVec]
  have m := mode_expansion (isHermitian_conjTranspose_mul_self S) x
  rw [e, m.1, m.2, Finset.mul_sum, Finset.mul_sum]
  exact ⟨Finset.sum_le_sum fun k _ =>
      mul_le_mul_of_nonneg_right (hS _).1 (Complex.normSq_nonneg _),
    Finset.sum_le_sum fun k _ =>
      mul_le_mul_of_nonneg_right (hS _).2 (Complex.normSq_nonneg _)⟩
```

In `ostrowski`, `hH` says that $H$ is Hermitian and `hS` that every eigenvalue of $S^*S$ lies in $[a,b]$. The conclusion supplies, for each `k`, a real `t` in that interval with $\mu_k=t\lambda_k$; the factor may depend on `k`. The term `isHermitian_conjTranspose_mul_mul S hH` is the proof that $S^*HS$ is Hermitian. The proof places both quotients in $[a,b]$, and hence everything between them.

```lean
/-- **Ostrowski's theorem.** If `H` is Hermitian and all eigenvalues of `S* S` lie in `[a, b]`,
the `k`-th smallest eigenvalue of `S* H S` is `t` times that of `H` for some `t` in `[a, b]`. -/
theorem ostrowski (hH : H.IsHermitian) (S : Matrix (Fin n) (Fin n) ℂ) {a b : ℝ}
    (hS : ∀ i, (isHermitian_conjTranspose_mul_self S).eigenvalues i ∈ Set.Icc a b)
    (k : Fin n) :
    ∃ t ∈ Set.Icc a b,
      level (isHermitian_conjTranspose_mul_mul S hH) k = t * level hH k := by
  obtain ⟨y, z, hy, hz, t, ht, h⟩ := level_rescaled hH S k
  have q : ∀ x : Fin n → ℂ, x ≠ 0 → weight (S *ᵥ x) / weight x ∈ Set.Icc a b := fun x hx =>
    ⟨(le_div_iff₀ (weight_pos hx)).2 (weight_mulVec_bounds S hS x).1,
      (div_le_iff₀ (weight_pos hx)).2 (weight_mulVec_bounds S hS x).2⟩
  exact ⟨t, Set.uIcc_subset_Icc (q y hy) (q z hz) ht, h⟩
```

If the overlap eigenvalues lie within $\varepsilon$ of one, then $|\mu_k-\lambda_k|=|t-1||\lambda_k|\le\varepsilon|\lambda_k|$. In electronic structure this bounds the error in the levels when the overlap matrix is replaced by the identity and the Hamiltonian matrix is kept fixed, for a finite basis with as many functions as the dimension of the space they span. The error is relative to $|\lambda_k|$, so it depends on the chosen zero of energy. For a real molecule, $H$ stands for the Hamiltonian projected onto that span; the distance from its levels to those of the full operator is a separate truncation error.

```lean
/-- If all eigenvalues of the overlap matrix `S* S` are within `ε` of one, each ordered
eigenvalue of a Hermitian `H` changes by at most `ε` times its modulus on passing to `S* H S`. -/
theorem relative_error (hH : H.IsHermitian) (S : Matrix (Fin n) (Fin n) ℂ) {ε : ℝ}
    (hS : ∀ i, (isHermitian_conjTranspose_mul_self S).eigenvalues i ∈
      Set.Icc (1 - ε) (1 + ε)) (k : Fin n) :
    |level (isHermitian_conjTranspose_mul_mul S hH) k - level hH k| ≤ ε * |level hH k| := by
  obtain ⟨t, ht, h⟩ := ostrowski hH S hS k
  have e : t * level hH k - level hH k = (t - 1) * level hH k := by ring
  rw [h, e, abs_mul]
  exact mul_le_mul_of_nonneg_right
    (abs_le.2 ⟨by linarith [ht.1], by linarith [ht.2]⟩) (abs_nonneg _)
```

For invertible $S$, $Sx\ne0$ whenever $x\neq0$. Both quotients are then positive, so $t>0$, and $\mu_k$ has the sign of $\lambda_k$. Counting signs gives the invariance half of Sylvester's law: the numbers of negative, zero and positive eigenvalues survive the change of basis. The converse, finding an $S$ that connects two Hermitian matrices with equal counts, takes a separate construction.

```lean
/-- **Sylvester's law of inertia, invariance half.** For Hermitian `H` and invertible `S`, the
`k`-th smallest eigenvalues of `S* H S` and of `H` have the same sign (negative, zero or positive).
-/
theorem sylvester_inertia (hH : H.IsHermitian) (S : Matrix (Fin n) (Fin n) ℂ)
    (hS : S.det ≠ 0) (k : Fin n) :
    SignType.sign (level (isHermitian_conjTranspose_mul_mul S hH) k) =
      SignType.sign (level hH k) := by
  obtain ⟨y, z, hy, hz, t, ht, h⟩ := level_rescaled hH S k
  have q : ∀ x : Fin n → ℂ, x ≠ 0 → 0 < weight (S *ᵥ x) / weight x := fun x hx =>
    div_pos (weight_pos fun h0 => hx (Matrix.eq_zero_of_mulVec_eq_zero hS h0)) (weight_pos hx)
  have t_pos : 0 < t := (lt_min (q y hy) (q z hz)).trans_le ht.1
  rw [h, sign_mul, sign_pos t_pos, one_mul]

end

end OstrowskiRescaling
```

```lean
#print axioms OstrowskiRescaling.relative_error
#print axioms OstrowskiRescaling.sylvester_inertia
```

```
'OstrowskiRescaling.relative_error' depends on axioms: [propext, Classical.choice, Quot.sound]
'OstrowskiRescaling.sylvester_inertia' depends on axioms: [propext, Classical.choice, Quot.sound]
```
